# Tensors between minimal bonds of an open-boundary matrix product state are unique up to an invertible gauge on each bond

Two calculations can return the same matrix product state with different tensors. If a bond carries redundant channels, there may be no invertible change of bond basis that links them: with two channels and unit vectors $u,v$, let $L$ have columns $u,0$ and $R$ rows $v,0$, while $L'$ has columns $u,w$ and $R'$ rows $v,0$. Both pairs give the state with amplitudes $u_iv_j$, but if $u$ and $w$ are independent, $L$ and $L'$ have different ranks. Tensors that no change of bond basis relates can then still describe the same state. The parts below show that this cannot happen to the two halves of a finite open chain cut at a minimal bond, or to a site tensor of such a chain whose two bonds are both minimal, when both descriptions use the same bond dimensions.

Cut a finite chain with open ends at one bond. The amplitudes form a matrix $LR$, where the left block $L$ is $m\times D$ and the right block $R$ is $D\times n$. In Lean, `d` is the finite index type of the bond and $D$ its number of elements; `m` and `n` label the configurations of the two sides.

```lean
import Mathlib

open Matrix

namespace MatrixProductGauge

variable {m n d e σ : Type*} [Fintype m] [Fintype n] [Fintype d] [Fintype e] [Fintype σ]
  [DecidableEq m] [DecidableEq n] [DecidableEq d] [DecidableEq e] [DecidableEq σ]
```

A bond is minimal if no factorisation of the same state has fewer than $D$ channels.

```lean
/-- The bond between the blocks `L` and `R` is minimal: every factorisation of the state
`L * R` into two blocks has at least the same bond dimension. -/
def IsMinimalBond (L : Matrix m d ℂ) (R : Matrix d n ℂ) : Prop :=
  ∀ (r : ℕ) (L' : Matrix m (Fin r) ℂ) (R' : Matrix (Fin r) n ℂ),
    L * R = L' * R' → Fintype.card d ≤ r
```

For a site tensor $A^s$ between two blocks, with physical index $s$ in `σ` and right bond `e`, there are two cuts. The site joins the left block, with entries $(LA^s)_{ib}$, or the right block, with entries $(A^sR)_{aj}$.

```lean
/-- The site tensor `A` absorbed into the block `L` on its left, as a matrix from the right bond
to the joint index of site and left block. -/
def leftBlock (L : Matrix m d ℂ) (A : σ → Matrix d e ℂ) : Matrix (σ × m) e ℂ :=
  fun p b => (L * A p.1) p.2 b

/-- The site tensor `A` absorbed into the block `R` on its right, as a matrix from the joint index
of site and right block to the left bond. -/
def rightBlock (A : σ → Matrix d e ℂ) (R : Matrix e n ℂ) : Matrix d (σ × n) ℂ :=
  fun a p => (A p.1 * R) a p.2
```

## (a) Undoing the left block

Let $L$ have independent columns (`L.col`). Find $P$ with $PL=1$.

**Solution.** Independence says that $Lx=0$ only for $x=0$, so $x\mapsto Lx$ is injective. Send each column of $L$ back to its basis vector and extend linearly to the whole space. The matrix of this map is $P$. Lean takes the inverse map from the vanishing kernel and converts it to a matrix.

```lean
/-- A left block with independent columns has a left inverse. -/
theorem exists_left_inverse (L : Matrix m d ℂ) (hL : LinearIndependent ℂ L.col) :
    ∃ P : Matrix d m ℂ, P * L = 1 := by
  have hinj : Function.Injective L.mulVec := Matrix.mulVec_injective_iff.mpr hL
  have hker : LinearMap.ker (Matrix.toLin' L) = ⊥ := by
    refine LinearMap.ker_eq_bot.mpr ?_
    intro x y h
    exact hinj (by simpa only [Matrix.toLin'_apply] using h)
  obtain ⟨g, hg⟩ := (Matrix.toLin' L).exists_leftInverse_of_injective hker
  refine ⟨LinearMap.toMatrix' g, ?_⟩
  have h := congrArg LinearMap.toMatrix' hg
  rwa [LinearMap.toMatrix'_comp, LinearMap.toMatrix'_toLin', LinearMap.toMatrix'_id] at h
```

## (b) Undoing the right block

Let $R$ have independent rows. Find $Q$ with $RQ=1$.

**Solution.** The columns of $R^T$ are independent, so (a) gives $PR^T=1$. Transpose and set $Q=P^T$.

```lean
/-- A right block with independent rows has a right inverse. -/
theorem exists_right_inverse (R : Matrix d n ℂ) (hR : LinearIndependent ℂ R.row) :
    ∃ Q : Matrix n d ℂ, R * Q = 1 := by
  obtain ⟨P, hP⟩ := exists_left_inverse Rᵀ hR
  have h := congrArg Matrix.transpose hP
  exact ⟨Pᵀ, by
    simpa only [Matrix.transpose_mul, Matrix.transpose_transpose, Matrix.transpose_one] using h⟩
```

## (c) An identity on the bond

Let $LR=L'R'$, where the primed bond may have another dimension. With $P$ and $Q$ as above, show that $(PL')(R'Q)=1$.

**Solution.** $(PL')(R'Q)=P(L'R')Q=P(LR)Q=(PL)(RQ)=1$.

```lean
omit [DecidableEq m] [DecidableEq n] [DecidableEq e] in
/-- If two pairs of blocks give the same state, one-sided inverses `P` of `L` and `Q` of `R` turn
the other pair into two matrices whose product is the identity on the bond. -/
theorem bond_identity {L : Matrix m d ℂ} {R : Matrix d n ℂ} {L' : Matrix m e ℂ}
    {R' : Matrix e n ℂ} {P : Matrix d m ℂ} {Q : Matrix n d ℂ}
    (hP : P * L = 1) (hQ : R * Q = 1) (h : L * R = L' * R') :
    (P * L') * (R' * Q) = 1 := by
  calc (P * L') * (R' * Q) = P * (L' * R') * Q := by simp only [Matrix.mul_assoc]
    _ = (P * L) * (R * Q) := by rw [← h]; simp only [Matrix.mul_assoc]
    _ = 1 := by rw [hP, hQ, Matrix.one_mul]
```

## (d) The gauge of one bond

Now let both bonds have dimension $D$; in Lean they share the type `d`. Show that exactly one invertible $X$ satisfies
$$L'=LX,\qquad R'=X^{-1}R.$$

**Solution.** Set $X=PL'$ and $Y=R'Q$. By (c) $XY=1$, and for square matrices also $YX=1$, so $Y=X^{-1}$. Then
$$L=LRQ=L'R'Q=L'X^{-1},\qquad R=PLR=PL'R'=XR',$$
which are the two relations (`hl` and `hr`). If $L'=LZ$, then $Z=PLZ=PL'=X$. Nothing is assumed about the independence of $L'$ or $R'$. The type `(Matrix d d ℂ)ˣ` contains the invertible matrices, each with its two-sided inverse.

```lean
/-- Gauge freedom of one bond: let `L` have independent columns and `R` independent rows. If
`L * R = L' * R'` with the same bond dimension, exactly one invertible `X` satisfies
`L' = L X` and `R' = X⁻¹ R`. -/
theorem existsUnique_gauge {L L' : Matrix m d ℂ} {R R' : Matrix d n ℂ}
    (hL : LinearIndependent ℂ L.col) (hR : LinearIndependent ℂ R.row)
    (h : L * R = L' * R') :
    ∃! X : (Matrix d d ℂ)ˣ,
      L' = L * (X : Matrix d d ℂ) ∧ R' = ((X⁻¹ : (Matrix d d ℂ)ˣ) : Matrix d d ℂ) * R := by
  obtain ⟨P, hP⟩ := exists_left_inverse L hL
  obtain ⟨Q, hQ⟩ := exists_right_inverse R hR
  -- the gauge is `P L'`, its inverse is `R' Q`
  have hXY := bond_identity hP hQ h
  have hYX : (R' * Q) * (P * L') = 1 := mul_eq_one_comm.mp hXY
  have hl : L = L' * (R' * Q) := by
    calc L = L * (R * Q) := by rw [hQ, Matrix.mul_one]
      _ = L' * (R' * Q) := by rw [← Matrix.mul_assoc, h, Matrix.mul_assoc]
  have hr : R = (P * L') * R' := by
    calc R = (P * L) * R := by rw [hP, Matrix.one_mul]
      _ = (P * L') * R' := by rw [Matrix.mul_assoc, h, ← Matrix.mul_assoc]
  refine ⟨⟨P * L', R' * Q, hXY, hYX⟩, ⟨?_, ?_⟩, ?_⟩
  · show L' = L * (P * L')
    calc L' = L' * ((R' * Q) * (P * L')) := by rw [hYX, Matrix.mul_one]
      _ = (L' * (R' * Q)) * (P * L') := (Matrix.mul_assoc _ _ _).symm
      _ = L * (P * L') := by rw [← hl]
  · show R' = (R' * Q) * R
    calc R' = ((R' * Q) * (P * L')) * R' := by rw [hYX, Matrix.one_mul]
      _ = (R' * Q) * ((P * L') * R') := Matrix.mul_assoc _ _ _
      _ = (R' * Q) * R := by rw [← hr]
  · rintro Z ⟨hZ, _⟩
    apply Units.ext
    show (Z : Matrix d d ℂ) = P * L'
    rw [hZ, ← Matrix.mul_assoc, hP, Matrix.one_mul]
```

## (e) Compressing a redundant bond

Let $L$ have dependent columns. Show that $L=BC$ through $r<D$ channels.

**Solution.** The columns span a space of dimension $r<D$. Expand them in a basis $b_k$ of it: $L_{ij}=\sum_k (b_k)_i\,C_{kj}$. Take $B_{ik}=(b_k)_i$.

```lean
omit [DecidableEq m] [DecidableEq d] in
/-- A block with dependent columns can be compressed: it factors through a strictly smaller
bond. -/
theorem exists_compression (L : Matrix m d ℂ) (hL : ¬ LinearIndependent ℂ L.col) :
    ∃ r : ℕ, r < Fintype.card d ∧
      ∃ (B : Matrix m (Fin r) ℂ) (C : Matrix (Fin r) d ℂ), L = B * C := by
  rw [linearIndependent_iff_card_le_finrank_span, not_le] at hL
  -- expand the columns in a basis of their span
  let V := Submodule.span ℂ (Set.range L.col)
  let b := Module.finBasis ℂ V
  have hmem : ∀ j, L.col j ∈ V := fun j => Submodule.subset_span ⟨j, rfl⟩
  refine ⟨Module.finrank ℂ V, hL, Matrix.of (fun i k => (b k : m → ℂ) i),
    Matrix.of (fun k j => b.repr ⟨L.col j, hmem j⟩ k), ?_⟩
  ext i j
  have hs := congrArg (fun v : V => (v : m → ℂ) i) (b.sum_repr ⟨L.col j, hmem j⟩)
  simp only [Submodule.coe_sum, Submodule.coe_smul, Finset.sum_apply, Pi.smul_apply,
    smul_eq_mul] at hs
  rw [Matrix.mul_apply]
  exact hs.symm.trans (Finset.sum_congr rfl fun k _ => mul_comm _ _)
```

## (f) Minimality as independence

Show that the bond is minimal if and only if $L$ has independent columns and $R$ independent rows.

**Solution.** If the columns of $L$ are dependent, $LR=B(CR)$ has a smaller bond. If the rows of $R$ are dependent, write $R^T=BC$; then $LR=(LC^T)B^T$ does. Conversely, for any factorisation through $r$ channels, (c) gives
$$D=\operatorname{rank}\big[(PL')(R'Q)\big]\le\operatorname{rank}(PL')\le r.$$

```lean
/-- A bond is minimal exactly when the left block has independent columns and the right block has
independent rows. -/
theorem isMinimalBond_iff (L : Matrix m d ℂ) (R : Matrix d n ℂ) :
    IsMinimalBond L R ↔ LinearIndependent ℂ L.col ∧ LinearIndependent ℂ R.row := by
  constructor
  · intro h
    constructor
    · by_contra hL
      obtain ⟨r, hr, B, C, hBC⟩ := exists_compression L hL
      exact not_le_of_gt hr (h r B (C * R) (by rw [hBC, Matrix.mul_assoc]))
    · by_contra hR
      obtain ⟨r, hr, B, C, hBC⟩ := exists_compression Rᵀ hR
      have hT : R = Cᵀ * Bᵀ := by
        rw [← Matrix.transpose_mul, ← hBC, Matrix.transpose_transpose]
      exact not_le_of_gt hr (h r (L * Cᵀ) Bᵀ (by rw [hT, Matrix.mul_assoc]))
  · rintro ⟨hL, hR⟩ r L' R' h
    obtain ⟨P, hP⟩ := exists_left_inverse L hL
    obtain ⟨Q, hQ⟩ := exists_right_inverse R hR
    -- the identity on the bond passes through `r` channels
    calc Fintype.card d = (1 : Matrix d d ℂ).rank := Matrix.rank_one.symm
      _ = ((P * L') * (R' * Q)).rank := by rw [bond_identity hP hQ h]
      _ ≤ (P * L').rank := Matrix.rank_mul_le_left _ _
      _ ≤ Fintype.card (Fin r) := Matrix.rank_le_card_width _
      _ = r := Fintype.card_fin r
```

## (g) Uniqueness at a minimal bond

Replace independence in (d) by minimality of the bond, and show again that $L'=LX$, $R'=X^{-1}R$ for exactly one invertible $X$.

**Solution.** Part (f) supplies the independence that (d) needs.

```lean
/-- Minimal bond tensors are unique up to gauge: if the bond of `L * R` is minimal, any other
pair with the same bond dimension and the same product is related to it by exactly one
invertible `X`. -/
theorem IsMinimalBond.existsUnique_gauge {L L' : Matrix m d ℂ} {R R' : Matrix d n ℂ}
    (hmin : IsMinimalBond L R) (h : L * R = L' * R') :
    ∃! X : (Matrix d d ℂ)ˣ,
      L' = L * (X : Matrix d d ℂ) ∧ R' = ((X⁻¹ : (Matrix d d ℂ)ˣ) : Matrix d d ℂ) * R :=
  MatrixProductGauge.existsUnique_gauge ((isMinimalBond_iff L R).mp hmin).1
    ((isMinimalBond_iff L R).mp hmin).2 h
```

In a sweep over a finite chain, a thin QR step on the current site tensor, with the sites to its left already orthonormalised, amounts to $L=US$ with orthonormal columns in $U$: the left block becomes $L'=U$, and $S$ is absorbed to the right, giving $R'=SR$. At a minimal bond $S$ is invertible, and the step is the gauge $X=S^{-1}$.

## (h) The gauge of a site tensor

Let both cuts around a site be minimal and $LA^sR=L'A'^sR'$ for all $s$, with equal bond dimensions. Show that exactly one invertible pair $(X,Y)$ satisfies
$$L'=LX,\qquad A'^s=X^{-1}A^sY,\qquad R'=Y^{-1}R.$$

**Solution.** Part (g) at the left cut gives $L'=LX$; at the right cut it gives $L'A'^s=LA^sY$ and $R'=Y^{-1}R$. Hence $LXA'^s=LA^sY$, and multiplying by $P$ leaves $XA'^s=A^sY$. For uniqueness, let $(Z,W)$ be another such pair: $P$ cancels $L$ in $LZ=LX$, and $Q$ cancels $R$ in $W^{-1}R=Y^{-1}R$.

The theorem treats one site between two contracted blocks and requires equal amplitudes: states that differ by a phase must first be aligned, and states truncated in different ways generally agree only approximately.

```lean
/-- Gauge freedom of a site tensor between two blocks: if both bonds of the state `L A^s R` are
minimal, any tensors of the same dimensions with the same state are `L X`, `X⁻¹ A^s Y` and
`Y⁻¹ R` for exactly one pair of invertible `X`, `Y`. -/
theorem existsUnique_site_gauge {L L' : Matrix m d ℂ} {A A' : σ → Matrix d e ℂ}
    {R R' : Matrix e n ℂ} (h₁ : IsMinimalBond L (rightBlock A R))
    (h₂ : IsMinimalBond (leftBlock L A) R) (h : ∀ s, L * A s * R = L' * A' s * R') :
    ∃! p : (Matrix d d ℂ)ˣ × (Matrix e e ℂ)ˣ,
      L' = L * (p.1 : Matrix d d ℂ) ∧
      (∀ s, A' s = ((p.1⁻¹ : (Matrix d d ℂ)ˣ) : Matrix d d ℂ) * (A s * (p.2 : Matrix e e ℂ))) ∧
      R' = ((p.2⁻¹ : (Matrix e e ℂ)ˣ) : Matrix e e ℂ) * R := by
  have c₁ : L * rightBlock A R = L' * rightBlock A' R' := by
    ext i ⟨s, j⟩
    show (L * (A s * R)) i j = (L' * (A' s * R')) i j
    rw [← Matrix.mul_assoc, ← Matrix.mul_assoc, h s]
  have c₂ : leftBlock L A * R = leftBlock L' A' * R' := by
    ext ⟨s, i⟩ j
    show (L * A s * R) i j = (L' * A' s * R') i j
    rw [h s]
  -- one gauge for each cut
  obtain ⟨X, ⟨hX, _⟩, _⟩ := h₁.existsUnique_gauge c₁
  obtain ⟨Y, ⟨hLA, hY⟩, _⟩ := h₂.existsUnique_gauge c₂
  obtain ⟨P, hP⟩ := exists_left_inverse L ((isMinimalBond_iff _ _).mp h₁).1
  obtain ⟨Q, hQ⟩ := exists_right_inverse R ((isMinimalBond_iff _ _).mp h₂).2
  refine ⟨(X, Y), ⟨hX, fun s => ?_, hY⟩, ?_⟩
  · have hs : L' * A' s = L * A s * (Y : Matrix e e ℂ) := by
      ext i b
      exact congrFun (congrFun hLA (s, i)) b
    -- cancel the left block
    have hc : (X : Matrix d d ℂ) * A' s = A s * (Y : Matrix e e ℂ) := by
      calc (X : Matrix d d ℂ) * A' s = (P * L) * ((X : Matrix d d ℂ) * A' s) := by
            rw [hP, Matrix.one_mul]
        _ = P * (L * (X : Matrix d d ℂ) * A' s) := by simp only [Matrix.mul_assoc]
        _ = P * (L * A s * (Y : Matrix e e ℂ)) := by rw [← hX, hs]
        _ = (P * L) * (A s * (Y : Matrix e e ℂ)) := by simp only [Matrix.mul_assoc]
        _ = A s * (Y : Matrix e e ℂ) := by rw [hP, Matrix.one_mul]
    show A' s = ((X⁻¹ : (Matrix d d ℂ)ˣ) : Matrix d d ℂ) * (A s * (Y : Matrix e e ℂ))
    rw [← hc, ← Matrix.mul_assoc, Units.inv_mul, Matrix.one_mul]
  · rintro ⟨Z, W⟩ ⟨hZ, _, hW⟩
    have eZ : Z = X := by
      apply Units.ext
      have hq := congrArg (fun M => P * M) (hZ.symm.trans hX)
      simpa only [← Matrix.mul_assoc, hP, Matrix.one_mul] using hq
    have eW : W⁻¹ = Y⁻¹ := by
      apply Units.ext
      have hq := congrArg (fun M => M * Q) (hW.symm.trans hY)
      simpa only [Matrix.mul_assoc, hQ, Matrix.mul_one] using hq
    exact Prod.ext eZ (inv_injective eW)

end MatrixProductGauge
```

```lean
#print axioms MatrixProductGauge.existsUnique_site_gauge
```

```
'MatrixProductGauge.existsUnique_site_gauge' depends on axioms: [propext, Classical.choice, Quot.sound]
```
